# Natural occupations in $[0,1]$: three equivalent conditions on a Hermitian density matrix

For a Hermitian complex matrix $\gamma$ of finite size the following are equivalent: (1) every eigenvalue of $\gamma$ is real and lies in $[0,1]$; (2) $\gamma$ and $1-\gamma$ are both positive semidefinite; (3) $\gamma-\gamma^2$ is positive semidefinite. When $\gamma$ is a one-particle density matrix of fermions in a finite orthonormal basis of spin orbitals, (1) is the bound on natural occupation numbers, and (2) and (3) express the same bound without reference to the natural orbitals.

**Q.** A density matrix is $\gamma_{pq}=\langle a_q^\dagger a_p\rangle$ in some many-electron state. I see no state and no operators here. What is $\gamma$?

**A.** It is a `Matrix n n ℂ`, with `n` any finite set of labels for the basis orbitals. No many-body state is modelled. Hermiticity is a hypothesis, and none of the three conditions is derived from Fermi statistics: the theorem says that they stand or fall together. The trace is left free, so no particle number enters. The basis is taken as orthonormal, because the inner product is the plain $u^\dagger v$, written `star u ⬝ᵥ v` for vectors `u` and `v`, and the hole matrix uses the identity with no overlap matrix. The upper bound $1$ is the spin-orbital convention; spin-summed occupations in $[0,2]$ would have to be halved first. The line `open scoped ComplexOrder` fixes one more convention: for complex $z$, $0\le z$ means that $z$ is real and nonnegative.

```lean
import Mathlib

open Matrix
open scoped ComplexOrder

namespace NaturalOccupations

noncomputable section

variable {n : Type*} [Fintype n]
```

**Q.** Eigenvalues of a Hermitian matrix are real. How are they defined here, and is reality put in by hand?

**A.** A natural occupation is a complex number $\nu$ with $\gamma v=\nu v$ for some $v\neq0$, the natural orbital, which need not be normalized. The definition makes sense for any square matrix.

```lean
/-- `ν` is a natural occupation of `γ`: there is a nonzero orbital `v` with `γ v = ν v`. -/
def IsNaturalOccupation (γ : Matrix n n ℂ) (ν : ℂ) : Prop :=
  ∃ v : n → ℂ, v ≠ 0 ∧ γ *ᵥ v = ν • v
```

Condition (1) then says $\operatorname{Im}\nu=0$ and $0\le\operatorname{Re}\nu\le1$ for every such $\nu$. Reality is part of the condition, so whenever (1) is a conclusion it has to be proved.

```lean
/-- Every natural occupation of `γ` is real and lies between `0` and `1`. -/
def OccupationsInUnitInterval (γ : Matrix n n ℂ) : Prop :=
  ∀ ν : ℂ, IsNaturalOccupation γ ν → ν.im = 0 ∧ 0 ≤ ν.re ∧ ν.re ≤ 1
```

**Q.** And positivity? I would write $v^\dagger Av\ge0$ for all $v$.

**A.** Mathlib's `PosSemidef` says that $A$ is Hermitian and that $v^\dagger Av\ge0$ for all $v$; I write $A\succeq0$. The first step links it to eigenvalues. If $Av=\nu v$ with $v\ne0$, then
$$0\le v^\dagger Av=\nu s,\qquad s=v^\dagger v>0 .$$
Since $s$ is real, the imaginary part reads $(\operatorname{Im}\nu)\,s=0$ and the real part reads $(\operatorname{Re}\nu)\,s\ge0$, so $\nu$ is real and nonnegative. In `occupation_nonneg`, `h1` is the displayed inequality, `him` and `hre` say that $s$ is real and strictly positive, and the two branches after `constructor` are the imaginary and the real part.

```lean
/-- Every eigenvalue of a positive semidefinite matrix is real and nonnegative. -/
theorem occupation_nonneg {A : Matrix n n ℂ} (hA : A.PosSemidef) {ν : ℂ}
    (h : IsNaturalOccupation A ν) : ν.im = 0 ∧ 0 ≤ ν.re := by
  obtain ⟨v, hv, hAv⟩ := h
  -- the expectation value is `ν` times the positive norm squared of `v`
  have h1 : 0 ≤ star v ⬝ᵥ (A *ᵥ v) := hA.dotProduct_mulVec_nonneg v
  rw [hAv, dotProduct_smul, smul_eq_mul] at h1
  have h2 : 0 ≤ star v ⬝ᵥ v := dotProduct_star_self_nonneg v
  have h3 : star v ⬝ᵥ v ≠ 0 := fun h0 => hv (dotProduct_star_self_eq_zero.mp h0)
  generalize star v ⬝ᵥ v = s at h1 h2 h3
  obtain ⟨a, b⟩ := Complex.le_def.mp h2
  obtain ⟨c, d⟩ := Complex.le_def.mp h1
  have him : s.im = 0 := by simpa using b.symm
  have hre : 0 < s.re :=
    lt_of_le_of_ne (by simpa using a)
      (fun h0 => h3 (Complex.ext (by simpa using h0.symm) (by simpa using him)))
  rw [Complex.zero_re, Complex.mul_re, him, mul_zero] at c
  rw [Complex.zero_im, Complex.mul_im, him, mul_zero] at d
  constructor
  · have h4 : ν.im * s.re = 0 := by linarith
    exact (mul_eq_zero.mp h4).resolve_right hre.ne'
  · by_contra hneg
    have h4 := mul_neg_of_neg_of_pos (not_le.mp hneg) hre
    linarith
```

**Q.** That used no spectral theorem. Does the proof of the converse use it?

**A.** It does. A Hermitian $A$ has an orthonormal eigenbasis $u_i$ with real eigenvalues $\lambda_i$. Expanding $v=\sum_i c_iu_i$ gives $v^\dagger Av=\sum_i\lambda_i|c_i|^2$, which is nonnegative when every $\lambda_i$ is. Mathlib supplies this as `hA.posSemidef_iff_eigenvalues_nonneg`. What remains is to show that each listed eigenvalue is a natural occupation in the sense defined above: `hv` is $Au_i=\lambda_iu_i$, and `hne` says $u_i\neq0$ because it belongs to an orthonormal set.

```lean
variable [DecidableEq n]

/-- A Hermitian matrix whose eigenvalues all have nonnegative real part is positive
semidefinite. -/
theorem posSemidef_of_occupations {A : Matrix n n ℂ} (hA : A.IsHermitian)
    (h : ∀ ν : ℂ, IsNaturalOccupation A ν → 0 ≤ ν.re) : A.PosSemidef := by
  refine hA.posSemidef_iff_eigenvalues_nonneg.mpr fun i => ?_
  -- apply the hypothesis to each vector of an orthonormal eigenbasis
  have hv := hA.mulVec_eigenvectorBasis i
  have hne : (hA.eigenvectorBasis i).ofLp ≠ 0 := by
    intro h0
    apply hA.eigenvectorBasis.orthonormal.ne_zero i
    ext k
    exact congrFun h0 k
  have h1 := h ((hA.eigenvalues i : ℝ) : ℂ) ⟨_, hne, hv.trans (by ext k; simp)⟩
  simpa using h1
```

**Q.** So far only the lower bound. Where does $\nu\le1$ come from?

**A.** From the hole matrix. The equation $(1-\gamma)v=\nu v$ rearranges to $\gamma v=(1-\nu)v$ and back, with the same $v$. This holds for any square $\gamma$.

```lean
/-- `ν` is a natural occupation of the hole matrix `1 - γ` exactly when `1 - ν` is a natural
occupation of `γ`. -/
theorem hole_occupation_iff {γ : Matrix n n ℂ} {ν : ℂ} :
    IsNaturalOccupation (1 - γ) ν ↔ IsNaturalOccupation γ (1 - ν) := by
  constructor
  · rintro ⟨v, hv, h⟩
    refine ⟨v, hv, ?_⟩
    rw [Matrix.sub_mulVec, Matrix.one_mulVec] at h
    rw [sub_smul, one_smul, ← h]
    abel
  · rintro ⟨v, hv, h⟩
    refine ⟨v, hv, ?_⟩
    rw [Matrix.sub_mulVec, Matrix.one_mulVec, h, sub_smul, one_smul]
    abel
```

Now take $\gamma$ Hermitian; then $1-\gamma$ is Hermitian too, which is `hh`. Assume (1). The eigenvalues of $\gamma$ are nonnegative, so $\gamma\succeq0$. An eigenvalue $\nu$ of $1-\gamma$ makes $1-\nu$ an eigenvalue of $\gamma$, so $1-\operatorname{Re}\nu\le1$, that is $\operatorname{Re}\nu\ge0$, and $1-\gamma\succeq0$. Conversely assume (2) and let $\nu$ be an eigenvalue of $\gamma$. It is real and nonnegative by the first step (`a`), and $1-\nu$ is an eigenvalue of $1-\gamma$ (`hhole`), so $1-\operatorname{Re}\nu\ge0$ (`b`).

```lean
/-- For Hermitian `γ`, all natural occupations lie in `[0, 1]` exactly when the particle matrix
`γ` and the hole matrix `1 - γ` are both positive semidefinite. -/
theorem occupations_iff_particle_hole {γ : Matrix n n ℂ} (hγ : γ.IsHermitian) :
    OccupationsInUnitInterval γ ↔ γ.PosSemidef ∧ (1 - γ).PosSemidef := by
  have hh : (1 - γ).IsHermitian := Matrix.isHermitian_one.sub hγ
  constructor
  · intro H
    refine ⟨posSemidef_of_occupations hγ fun ν h => (H ν h).2.1,
      posSemidef_of_occupations hh fun ν h => ?_⟩
    have h1 := (H _ (hole_occupation_iff.mp h)).2.2
    rw [Complex.sub_re, Complex.one_re] at h1
    linarith
  · rintro ⟨h1, h2⟩ ν h
    have a := occupation_nonneg h1 h
    have hhole : IsNaturalOccupation (1 - γ) (1 - ν) :=
      hole_occupation_iff.mpr (by rwa [sub_sub_cancel])
    have b := (occupation_nonneg h2 hhole).2
    rw [Complex.sub_re, Complex.one_re] at b
    exact ⟨a.1, a.2, by linarith⟩
```

**Q.** For (3) I would diagonalize: $\gamma-\gamma^2$ has eigenvalues $\nu(1-\nu)$, nonnegative exactly on $[0,1]$. Is that what is done?

**A.** No, the route is algebraic and goes through (2). For $B\succeq0$ and any $X$, the matrix $X^\dagger BX$ is positive semidefinite, since $v^\dagger X^\dagger BXv=(Xv)^\dagger B(Xv)$. Because $\gamma$ commutes with $1-\gamma$,
$$\gamma(1-\gamma)\gamma+(1-\gamma)\gamma(1-\gamma)=\gamma(1-\gamma)\,[\gamma+(1-\gamma)]=\gamma-\gamma^2 .$$
Under (2) both $\gamma$ and $1-\gamma$ equal their adjoints, so the left side is $\gamma^\dagger(1-\gamma)\gamma+(1-\gamma)^\dagger\gamma(1-\gamma)$, a sum of two matrices of the form $X^\dagger BX$. The identity is `e`, where the daggers are removed by hermiticity and `noncomm_ring` expands the products. The theorem needs no separate hypothesis of hermiticity, since (2) contains it.

```lean
/-- If `γ` and `1 - γ` are positive semidefinite, so is `γ - γ²`. -/
theorem defect_of_particle_hole {γ : Matrix n n ℂ} (h1 : γ.PosSemidef)
    (h2 : (1 - γ).PosSemidef) : (γ - γ * γ).PosSemidef := by
  -- `γ - γ²` is a sum of two congruences of positive semidefinite matrices
  have e : γ - γ * γ = γᴴ * (1 - γ) * γ + (1 - γ)ᴴ * γ * (1 - γ) := by
    rw [h1.1.eq, h2.1.eq]
    noncomm_ring
  rw [e]
  exact (h2.conjTranspose_mul_mul_same γ).add (h1.conjTranspose_mul_mul_same (1 - γ))
```

For the way back, $X^\dagger X\succeq0$ for any $X$, and for Hermitian $\gamma$
$$\gamma=(\gamma-\gamma^2)+\gamma^\dagger\gamma,\qquad 1-\gamma=(\gamma-\gamma^2)+(1-\gamma)^\dagger(1-\gamma),$$
the second because $(1-\gamma)^2=1-2\gamma+\gamma^2$. Under (3) each right side is a sum of two positive semidefinite matrices. The hypothesis is used in the rewrites with `hγ.eq` and `hh.eq`, which turn $X^\dagger X$ into $X^2$.

```lean
/-- If `γ` is Hermitian and `γ - γ²` is positive semidefinite, then `γ` and `1 - γ` are positive
semidefinite. -/
theorem particle_hole_of_defect {γ : Matrix n n ℂ} (hγ : γ.IsHermitian)
    (h : (γ - γ * γ).PosSemidef) : γ.PosSemidef ∧ (1 - γ).PosSemidef := by
  have hh : (1 - γ).IsHermitian := Matrix.isHermitian_one.sub hγ
  constructor
  · -- `γ = (γ - γ²) + γ† γ`
    have h1 := h.add (Matrix.posSemidef_conjTranspose_mul_self γ)
    rwa [hγ.eq, sub_add_cancel] at h1
  · -- `1 - γ = (γ - γ²) + (1 - γ)† (1 - γ)`
    have h1 := h.add (Matrix.posSemidef_conjTranspose_mul_self (1 - γ))
    have e : γ - γ * γ + (1 - γ) * (1 - γ) = 1 - γ := by noncomm_ring
    rwa [hh.eq, e] at h1
```

**Q.** Read me the final statement in words.

**A.** For every finite index set and every complex matrix $\gamma$ with $\gamma^\dagger=\gamma$, any one of the three listed propositions is equivalent to any other; that is the meaning of `List.TFAE`. The square $\gamma^2$ is the matrix product `γ * γ`. The proof enters (1)$\Leftrightarrow$(2), (2)$\Rightarrow$(3) and (3)$\Rightarrow$(2), and `tfae_finish` derives the remaining implications.

```lean
/-- For Hermitian `γ` three conditions are equivalent: all natural occupations lie in `[0, 1]`;
`γ` and `1 - γ` are positive semidefinite; `γ - γ²` is positive semidefinite. -/
theorem occupation_bounds_tfae {γ : Matrix n n ℂ} (hγ : γ.IsHermitian) :
    List.TFAE [OccupationsInUnitInterval γ,
      γ.PosSemidef ∧ (1 - γ).PosSemidef,
      (γ - γ * γ).PosSemidef] := by
  tfae_have 1 ↔ 2 := occupations_iff_particle_hole hγ
  tfae_have 2 → 3 := fun h => defect_of_particle_hole h.1 h.2
  tfae_have 3 → 2 := particle_hole_of_defect hγ
  tfae_finish
```

**Q.** Natural orbitals are one special basis. The occupation of any orbital ought to be bounded.

**A.** It is. With your index convention, $\varphi^\dagger\gamma\varphi$ is the occupation of the orbital with coefficients $\varphi_p$. Let $\varphi^\dagger\varphi=1$ and assume (1), hence (2). Then $\varphi^\dagger\gamma\varphi$ is real and nonnegative (`a`), and $0\le\varphi^\dagger(1-\gamma)\varphi=1-\varphi^\dagger\gamma\varphi$ (`b`). Normalization enters in that last equality, where `hφ` replaces $\varphi^\dagger\varphi$ by $1$.

```lean
/-- If `γ` is Hermitian with natural occupations in `[0, 1]`, the occupation `⟨φ|γ|φ⟩` of every
normalized orbital `φ` is real and lies in `[0, 1]`. -/
theorem orbital_occupation_bounds {γ : Matrix n n ℂ} (hγ : γ.IsHermitian)
    (H : OccupationsInUnitInterval γ) (φ : n → ℂ) (hφ : star φ ⬝ᵥ φ = 1) :
    (star φ ⬝ᵥ (γ *ᵥ φ)).im = 0 ∧ 0 ≤ (star φ ⬝ᵥ (γ *ᵥ φ)).re ∧
      (star φ ⬝ᵥ (γ *ᵥ φ)).re ≤ 1 := by
  obtain ⟨h1, h2⟩ := (occupations_iff_particle_hole hγ).mp H
  have a : 0 ≤ star φ ⬝ᵥ (γ *ᵥ φ) := h1.dotProduct_mulVec_nonneg φ
  have b : 0 ≤ star φ ⬝ᵥ ((1 - γ) *ᵥ φ) := h2.dotProduct_mulVec_nonneg φ
  rw [Matrix.sub_mulVec, Matrix.one_mulVec, dotProduct_sub, hφ] at b
  obtain ⟨a1, a2⟩ := Complex.le_def.mp a
  have b1 := (Complex.le_def.mp b).1
  rw [Complex.zero_re] at a1
  rw [Complex.zero_im] at a2
  rw [Complex.zero_re, Complex.sub_re, Complex.one_re] at b1
  exact ⟨a2.symm, a1, by linarith⟩
```

**Q.** And the usual test for idempotency by traces?

**A.** Under (1) the matrix $P=\gamma-\gamma^2$ is positive semidefinite (`hP`), so its trace is nonnegative and $\operatorname{Re}\operatorname{Tr}\gamma^2\le\operatorname{Re}\operatorname{Tr}\gamma$. The inequality is stated for real parts, the equality for the complex traces themselves. If $\operatorname{Tr}P=0$, the nonnegative eigenvalues of $P$ sum to zero, so all vanish and the Hermitian matrix $P$ is zero; this is `hP.trace_eq_zero_iff`. Hence $\operatorname{Tr}\gamma^2=\operatorname{Tr}\gamma$ exactly when $\gamma^2=\gamma$. One scalar therefore decides idempotency, provided hermiticity and the bounds are already known.

```lean
/-- If `γ` is Hermitian with natural occupations in `[0, 1]`, then `Re Tr γ² ≤ Re Tr γ`, and
`Tr γ² = Tr γ` holds exactly when `γ` is idempotent. -/
theorem trace_sq_le_trace {γ : Matrix n n ℂ} (hγ : γ.IsHermitian)
    (H : OccupationsInUnitInterval γ) :
    (γ * γ).trace.re ≤ γ.trace.re ∧ ((γ * γ).trace = γ.trace ↔ γ * γ = γ) := by
  obtain ⟨h1, h2⟩ := (occupations_iff_particle_hole hγ).mp H
  have hP := defect_of_particle_hole h1 h2
  constructor
  · have h0 := (Complex.le_def.mp hP.trace_nonneg).1
    rw [Matrix.trace_sub, Complex.zero_re, Complex.sub_re] at h0
    linarith
  · -- a positive semidefinite matrix of zero trace vanishes
    have hz := hP.trace_eq_zero_iff
    rw [Matrix.trace_sub, sub_eq_zero, sub_eq_zero] at hz
    exact ⟨fun h => (hz.mp h.symm).symm, fun h => by rw [h]⟩
```

**Q.** Positivity already contains hermiticity in this definition. Is the hypothesis on $\gamma$ then redundant?

**A.** In (2) it is contained. In (3) only $\gamma-\gamma^2$ is required to be Hermitian, and that does not carry over to $\gamma$. Take
$$\gamma=\begin{pmatrix}1&1\\0&0\end{pmatrix}.$$

```lean
/-- A non-Hermitian matrix on two orbitals. -/
def obliqueProjector : Matrix (Fin 2) (Fin 2) ℂ := !![1, 1; 0, 0]
```

Multiplying out gives $\gamma^2=\gamma$ (`e`), so $\gamma-\gamma^2=0$ and (3) holds. But $\gamma_{01}=1$ while $\gamma_{10}^*=0$, so $\gamma$ is not Hermitian and therefore not `PosSemidef`. Without the hypothesis, (3) does not imply (2).

```lean
/-- For the non-Hermitian `obliqueProjector`, `γ - γ²` is positive semidefinite while `γ` is
not. -/
theorem hermiticity_needed :
    (obliqueProjector - obliqueProjector * obliqueProjector).PosSemidef ∧
      ¬ obliqueProjector.PosSemidef := by
  constructor
  · have e : obliqueProjector * obliqueProjector = obliqueProjector := by
      ext i j
      fin_cases i <;> fin_cases j <;>
        simp [obliqueProjector, Matrix.mul_apply, Fin.sum_univ_two]
    rw [e, sub_self]
    exact Matrix.PosSemidef.zero
  · intro h
    have h1 := congrFun (congrFun h.1.eq 0) 1
    simp [obliqueProjector, Matrix.conjTranspose_apply] at h1
```

**Q.** I would like to see a matrix that satisfies (1), has complex entries and is not a projector.

**A.** Take two orbitals and
$$\gamma=\begin{pmatrix}\tfrac12&\tfrac{3i}{10}\\[2pt]-\tfrac{3i}{10}&\tfrac12\end{pmatrix}.$$

```lean
/-- A complex matrix on two orbitals with diagonal elements `1 / 2` and imaginary off-diagonal elements. -/
def fractionalDensity : Matrix (Fin 2) (Fin 2) ℂ :=
  !![1 / 2, 3 / 10 * Complex.I; -(3 / 10 * Complex.I), 1 / 2]
```

The diagonal entries are real and the off-diagonal entries are complex conjugates, so $\gamma$ is Hermitian (`hH`). The diagonal entries of $\gamma^2$ are $\tfrac14+\tfrac{9}{100}=\tfrac{34}{100}$, and the off-diagonal ones are $2\cdot\tfrac12\cdot(\pm\tfrac{3i}{10})$, the same as those of $\gamma$. So $\gamma-\gamma^2=\tfrac{16}{100}\,1=X^\dagger X$ with $X=\tfrac25\,1$, which is `e`. This gives (3), and the implications (3)$\Rightarrow$(2)$\Rightarrow$(1) give the bounds with no eigenvalue computed. The last lines compare the $00$ entries, $\tfrac{34}{100}\neq\tfrac12$, to exclude idempotency.

```lean
/-- The matrix `fractionalDensity` is Hermitian, has its natural occupations in `[0, 1]`, and is
not idempotent. -/
theorem fractionalDensity_witness :
    fractionalDensity.IsHermitian ∧ OccupationsInUnitInterval fractionalDensity ∧
      fractionalDensity * fractionalDensity ≠ fractionalDensity := by
  have hH : fractionalDensity.IsHermitian := by
    refine Matrix.IsHermitian.ext fun i j => ?_
    fin_cases i <;> fin_cases j <;> apply Complex.ext <;>
      simp [fractionalDensity]
  have c2 : (starRingEnd ℂ) 2 = 2 := by apply Complex.ext <;> simp
  have c5 : (starRingEnd ℂ) 5 = 5 := by apply Complex.ext <;> simp
  -- here `γ - γ²` is `(2/5)²` times the identity
  have e : fractionalDensity - fractionalDensity * fractionalDensity =
      (!![2 / 5, 0; 0, 2 / 5] : Matrix (Fin 2) (Fin 2) ℂ)ᴴ *
        (!![2 / 5, 0; 0, 2 / 5] : Matrix (Fin 2) (Fin 2) ℂ) := by
    ext i j
    fin_cases i <;> fin_cases j <;> apply Complex.ext <;>
      simp [fractionalDensity, Matrix.mul_apply, Fin.sum_univ_two,
        Matrix.conjTranspose_apply, c2, c5] <;> norm_num
  have hP : (fractionalDensity - fractionalDensity * fractionalDensity).PosSemidef := by
    rw [e]
    exact Matrix.posSemidef_conjTranspose_mul_self _
  refine ⟨hH, (occupations_iff_particle_hole hH).mpr (particle_hole_of_defect hH hP), ?_⟩
  intro h
  have h1 := congrArg Complex.re (congrFun (congrFun h 0) 0)
  revert h1
  simp [fractionalDensity, Matrix.mul_apply, Fin.sum_univ_two]
  norm_num

end

end NaturalOccupations
```

```lean
#print axioms NaturalOccupations.occupation_bounds_tfae
#print axioms NaturalOccupations.orbital_occupation_bounds
#print axioms NaturalOccupations.trace_sq_le_trace
#print axioms NaturalOccupations.hermiticity_needed
```

```
'NaturalOccupations.occupation_bounds_tfae' depends on axioms: [propext, Classical.choice, Quot.sound]
'NaturalOccupations.orbital_occupation_bounds' depends on axioms: [propext, Classical.choice, Quot.sound]
'NaturalOccupations.trace_sq_le_trace' depends on axioms: [propext, Classical.choice, Quot.sound]
'NaturalOccupations.hermiticity_needed' depends on axioms: [propext, Classical.choice, Quot.sound]
```

**Q.** Two doubts remain. The counter-example fails only through a clause in a definition, and I still want the link to electrons.

**A.** What I can add on both is hand calculation and background, and Lean has checked none of it. For the non-Hermitian matrix, $v=(1,-2)^T$ gives $v^\dagger\gamma v=-1$, so the quadratic form itself goes negative. Its eigenvalues are $1$ and $0$, so it also meets (1), and (1)$\Rightarrow$(2) fails for it as well. The Hermitian example has eigenvalues $\tfrac12\pm\tfrac3{10}$, that is $\tfrac45$ and $\tfrac15$.

As for electrons, let $a_\varphi=\sum_p\varphi_p^*a_p$ in an orthonormal basis. Then $\varphi^\dagger\gamma\varphi=\langle a_\varphi^\dagger a_\varphi\rangle$, and the anticommutation relations give $\varphi^\dagger(1-\gamma)\varphi=\langle a_\varphi a_\varphi^\dagger\rangle$. Both are expectation values of operators of the form $B^\dagger B$, so a fermionic density matrix satisfies (2), and a single Slater determinant gives the idempotent case. Whether a matrix obeying (1) comes from some $N$-electron ensemble or pure state is a separate question that the theorems do not address, and neither do they cover infinite-dimensional operators $\gamma(\mathbf r,\mathbf r')$.
